# For an exact eigenstate of a finite Hermitian H, the back-propagated estimate of A drifts at minus the mixed estimate of [H, A]

Stop back propagation too early, and the reported density matrix or dipole moment can still carry a bias from the trial state. The number itself gives no sign of this. In auxiliary-field Monte Carlo the walkers represent the ground state $\psi$ on one side of the operator $A$, while the trial state $T$ stands on the other. To improve that other side, one propagates it in imaginary time, $T_\tau = e^{-\tau H}T$, and records

$$B(\tau)=\frac{\langle T_\tau, A\psi\rangle}{\langle T_\tau,\psi\rangle}.$$

The aim is the pure value $\langle\psi,A\psi\rangle/\langle\psi,\psi\rangle$. If $\psi$ is an exact eigenvector of a finite Hermitian matrix $H$ and $\langle T,\psi\rangle\neq 0$, the slope of $B$ is minus the same ratio with $[H,A]$ in place of $A$. A nonzero result therefore shows that $B$ is still moving. The pure value of that commutator is zero.

## Estimates as ratios of overlaps

```lean
import Mathlib

open Matrix Topology

namespace BackPropagationDiagnostic

noncomputable section

variable {n : Type*} [Fintype n] [DecidableEq n]
```

The type `n` labels a finite set of basis states, for instance the determinants that a finite orbital basis allows at fixed particle number. States are complex vectors over `n` and operators are square matrices. Interactions between electrons are allowed, since $H$ can be any Hermitian matrix.

```lean
/-- The trial vector propagated for imaginary time `τ`: `T_τ = exp(-τ H) T`. -/
def propagate (H : Matrix n n ℂ) (T : n → ℂ) (τ : ℝ) : n → ℂ :=
  NormedSpace.exp ((-τ) • H) *ᵥ T
```

This is $T_\tau=e^{-\tau H}T$, with the matrix exponential and a real time $\tau$ in units of inverse energy ($\hbar=1$). The symbol `*ᵥ` applies a matrix to a vector. The propagated vector is not renormalised.

```lean
/-- The commutator `[H, A] = H A - A H`. -/
def comm (H A : Matrix n n ℂ) : Matrix n n ℂ := H * A - A * H
```

This is the usual commutator, $[H,A]=HA-AH$.

```lean
/-- The back-propagated (mixed) estimate `⟨T_τ, A ψ⟩ / ⟨T_τ, ψ⟩` of an operator `A`,
meaningful when the overlap `⟨T_τ, ψ⟩` is nonzero. -/
def mixedEstimate (H : Matrix n n ℂ) (T ψ : n → ℂ) (A : Matrix n n ℂ) (τ : ℝ) : ℂ :=
  (star (propagate H T τ) ⬝ᵥ A *ᵥ ψ) / (star (propagate H T τ) ⬝ᵥ ψ)
```

The symbol `⬝ᵥ` is a plain sum of products and `star` conjugates each component. Together, `star φ ⬝ᵥ v` is the inner product $\langle\varphi,v\rangle$, conjugate-linear on the left. The definition is therefore $B(\tau)$, with the vectors left unnormalised because constant factors cancel in the ratio. Textbooks often keep "mixed estimate" for $\tau=0$; here `mixedEstimate` is used at every $\tau$. Write $C(\tau)$ for the same ratio with $[H,A]$ in place of $A$.

```lean
/-- Propagation for zero time leaves the trial vector unchanged. -/
theorem propagate_zero (H : Matrix n n ℂ) (T : n → ℂ) : propagate H T 0 = T := by
  simp [propagate]
```

At $\tau=0$ the exponential is the identity, so $T_0=T$ and $B(0)$ is the ordinary mixed estimate.

## How overlaps change in imaginary time

```lean
/-- For Hermitian `H`, the overlap of the propagated trial vector with a fixed vector `v`
obeys `d/dτ ⟨T_τ, v⟩ = -⟨T_τ, H v⟩`. -/
theorem overlap_hasDerivAt {H : Matrix n n ℂ} (hH : H.IsHermitian) (T v : n → ℂ) (τ : ℝ) :
    HasDerivAt (fun s => star (propagate H T s) ⬝ᵥ v)
      (-(star (propagate H T τ) ⬝ᵥ H *ᵥ v)) τ := by
  let : NormedRing (Matrix n n ℂ) := Matrix.linftyOpNormedRing
  let : NormedAlgebra ℝ (Matrix n n ℂ) := Matrix.linftyOpNormedAlgebra
  -- the overlap is a real-linear function of the propagator
  let L : Matrix n n ℂ →ₗ[ℝ] ℂ :=
    { toFun := fun M => star (M *ᵥ T) ⬝ᵥ v
      map_add' := fun M N => by simp [Matrix.add_mulVec, add_dotProduct]
      map_smul' := fun r M => by simp [Matrix.smul_mulVec, star_smul, smul_dotProduct] }
  have h := hasDerivAt_exp_smul_const' (-H) τ
  have hL := (LinearMap.toContinuousLinearMap L).hasFDerivAt.comp_hasDerivAt τ h
  convert hL using 1
  · rfl -- the two additive structures on `ℂ` agree
  · funext s
    change star (NormedSpace.exp ((-s) • H) *ᵥ T) ⬝ᵥ v
      = star (NormedSpace.exp (s • (-H)) *ᵥ T) ⬝ᵥ v
    rw [neg_smul, smul_neg]
  · -- hermiticity moves `H` to the right-hand vector
    change -(star (NormedSpace.exp ((-τ) • H) *ᵥ T) ⬝ᵥ H *ᵥ v)
      = star ((-H * NormedSpace.exp (τ • (-H))) *ᵥ T) ⬝ᵥ v
    rw [smul_neg, ← neg_smul, ← Matrix.mulVec_mulVec, Matrix.neg_mulVec, star_neg,
      neg_dotProduct, Matrix.star_mulVec H, hH.eq, Matrix.dotProduct_mulVec]
```

`HasDerivAt f d τ` says that the function `f` is differentiable at $\tau$ with derivative `d`. The theorem reads: for Hermitian $H$ and any fixed vector $v$,

$$\frac{d}{d\tau}\langle T_\tau,v\rangle=-\langle T_\tau,Hv\rangle .$$

By hand, $\frac{d}{d\tau}T_\tau=-HT_\tau$, so the derivative is $-\langle HT_\tau,v\rangle$, and hermiticity moves $H$ to the right.

The Lean proof takes the same two steps. It treats the overlap as a function `L` of the propagator matrix. This function is linear over the real numbers only, because the left vector is conjugated. The chain rule combines `L` with the known derivative of the exponential, and the last `rw` uses `hH.eq`, the statement $H^\dagger=H$, to move $H$ across.

```lean
/-- For Hermitian `H` with `H ψ = E ψ`, the overlap of the propagated trial vector with `ψ`
is `⟨T_τ, ψ⟩ = exp(-τ E) ⟨T, ψ⟩`. -/
theorem overlap_eigenvector {H : Matrix n n ℂ} (hH : H.IsHermitian) {ψ : n → ℂ} {E : ℝ}
    (hψ : H *ᵥ ψ = (E : ℂ) • ψ) (T : n → ℂ) (τ : ℝ) :
    star (propagate H T τ) ⬝ᵥ ψ = (Real.exp (-(τ * E)) : ℂ) * (star T ⬝ᵥ ψ) := by
  -- `exp(s E) ⟨T_s, ψ⟩` does not depend on `s`
  have hg : ∀ s : ℝ, HasDerivAt
      (fun s : ℝ => (Real.exp (s * E) : ℂ) * (star (propagate H T s) ⬝ᵥ ψ)) 0 s := by
    intro s
    have h1 : HasDerivAt (fun s : ℝ => Real.exp (s * E)) (Real.exp (s * E) * E) s :=
      (hasDerivAt_mul_const E).exp
    have h2 := overlap_hasDerivAt hH T ψ s
    rw [hψ, dotProduct_smul, smul_eq_mul] at h2
    refine (h1.ofReal_comp.fun_mul h2).congr_deriv ?_
    push_cast
    ring
  have hc := is_const_of_deriv_eq_zero (fun s => (hg s).differentiableAt)
    (fun s => (hg s).deriv) τ 0
  simp only [propagate_zero, zero_mul, Real.exp_zero, Complex.ofReal_one, one_mul] at hc
  rw [← hc, ← mul_assoc, ← Complex.ofReal_mul, ← Real.exp_add, neg_add_cancel,
    Real.exp_zero, Complex.ofReal_one, one_mul]
```

The hypothesis `hψ` is the eigenvalue equation $H\psi=E\psi$ with real $E$. Nothing says that $\psi$ is the ground state. The conclusion is

$$\langle T_\tau,\psi\rangle=e^{-\tau E}\langle T,\psi\rangle .$$

By hand, let $g(s)=e^{sE}\langle T_s,\psi\rangle$. The previous theorem with $v=\psi$ gives

$$g'(s)=E e^{sE}\langle T_s,\psi\rangle-e^{sE}\langle T_s,H\psi\rangle=0 ,$$

because $H\psi=E\psi$. Hence $g(\tau)=g(0)=\langle T,\psi\rangle$, and multiplying by $e^{-\tau E}$ gives the claim. In the code, `hg` is the vanishing derivative, `hc` is $g(\tau)=g(0)$, and the final lines cancel the exponentials.

## The commutator between a trial state and an eigenstate

```lean
omit [DecidableEq n] in
/-- If `H ψ = E ψ`, then `⟨φ, [H, A] ψ⟩ = ⟨φ, H A ψ⟩ - E ⟨φ, A ψ⟩` for every `φ`. -/
theorem comm_element {H : Matrix n n ℂ} {ψ : n → ℂ} {E : ℝ}
    (hψ : H *ᵥ ψ = (E : ℂ) • ψ) (A : Matrix n n ℂ) (φ : n → ℂ) :
    star φ ⬝ᵥ comm H A *ᵥ ψ
      = star φ ⬝ᵥ H *ᵥ (A *ᵥ ψ) - (E : ℂ) * (star φ ⬝ᵥ A *ᵥ ψ) := by
  rw [comm, Matrix.sub_mulVec, ← Matrix.mulVec_mulVec, ← Matrix.mulVec_mulVec, hψ,
    Matrix.mulVec_smul, dotProduct_sub, dotProduct_smul, smul_eq_mul]
```

For any vector $\varphi$,

$$\langle\varphi,[H,A]\psi\rangle=\langle\varphi,HA\psi\rangle-\langle\varphi,AH\psi\rangle=\langle\varphi,HA\psi\rangle-E\langle\varphi,A\psi\rangle .$$

Only the eigenvalue equation is used, and the `rw` line carries out this expansion.

```lean
omit [DecidableEq n] in
/-- Hypervirial theorem: for Hermitian `H` with `H ψ = E ψ`, the pure expectation value
`⟨ψ, [H, A] ψ⟩` vanishes for every `A`. -/
theorem hypervirial {H : Matrix n n ℂ} (hH : H.IsHermitian) {ψ : n → ℂ} {E : ℝ}
    (hψ : H *ᵥ ψ = (E : ℂ) • ψ) (A : Matrix n n ℂ) :
    star ψ ⬝ᵥ comm H A *ᵥ ψ = 0 := by
  have h : star ψ ⬝ᵥ H *ᵥ (A *ᵥ ψ) = star (H *ᵥ ψ) ⬝ᵥ A *ᵥ ψ := by
    rw [Matrix.star_mulVec H, hH.eq, Matrix.dotProduct_mulVec (star ψ) H]
  rw [comm_element hψ, h, hψ]
  simp [star_smul, smul_dotProduct]
```

Now put $\varphi=\psi$. Hermiticity and the reality of $E$ give

$$\langle\psi,HA\psi\rangle=\langle H\psi,A\psi\rangle=E\langle\psi,A\psi\rangle ,$$

so the two terms cancel and $\langle\psi,[H,A]\psi\rangle=0$. For $\psi\neq0$, dividing by $\langle\psi,\psi\rangle$ shows that the pure value of the commutator is zero. The step `h` moves $H$ to the left vector, and the rest is the cancellation.

This is the hypervirial theorem for finite matrices. The familiar virial theorem takes $A$ built from position and momentum, which are unbounded operators, and needs a separate argument.

## The slope of the back-propagated value

```lean
/-- Let `H` be Hermitian, `H ψ = E ψ` and `⟨T, ψ⟩ ≠ 0`. Then `⟨T_τ, ψ⟩` is nonzero, and the
`τ`-derivative of the back-propagated estimate of `A` is minus that of `[H, A]`. -/
theorem mixedEstimate_hasDerivAt {H : Matrix n n ℂ} (hH : H.IsHermitian) {T ψ : n → ℂ}
    {E : ℝ} (hψ : H *ᵥ ψ = (E : ℂ) • ψ) (hT : star T ⬝ᵥ ψ ≠ 0) (A : Matrix n n ℂ) (τ : ℝ) :
    star (propagate H T τ) ⬝ᵥ ψ ≠ 0 ∧
      HasDerivAt (mixedEstimate H T ψ A) (-mixedEstimate H T ψ (comm H A) τ) τ := by
  have hD : star (propagate H T τ) ⬝ᵥ ψ ≠ 0 := by
    rw [overlap_eigenvector hH hψ]
    exact mul_ne_zero (Complex.ofReal_ne_zero.2 (Real.exp_pos _).ne') hT
  refine ⟨hD, ?_⟩
  have h1 := overlap_hasDerivAt hH T (A *ᵥ ψ) τ
  have h2 := overlap_hasDerivAt hH T ψ τ
  rw [hψ, dotProduct_smul, smul_eq_mul] at h2
  -- quotient rule; the derivative of the denominator supplies the term `A H`
  refine (h1.fun_div h2 hD).congr_deriv ?_
  rw [mixedEstimate, comm_element hψ, ← neg_div, div_eq_div_iff (pow_ne_zero 2 hD) hD]
  ring
```

This is the main theorem. Its hypotheses are that $H$ is Hermitian, that $H\psi=E\psi$, and that $\langle T,\psi\rangle\neq0$. The last one means that the trial state contains some of the target state; it also rules out $\psi=0$. The matrix $A$ is arbitrary and need not be Hermitian. The symbol `∧` joins two conclusions: the denominator is nonzero at every $\tau$, and $B'(\tau)=-C(\tau)$.

By hand, write $N=\langle T_\tau,A\psi\rangle$ and $D=\langle T_\tau,\psi\rangle$. The exponential law gives $D=e^{-\tau E}\langle T,\psi\rangle\neq0$. The derivative rule for overlaps gives

$$N'=-\langle T_\tau,HA\psi\rangle,\qquad D'=-ED .$$

The quotient rule then yields

$$B'=\frac{N'D-ND'}{D^2}=-\frac{\langle T_\tau,HA\psi\rangle-E\,N}{D}=-\frac{\langle T_\tau,[H,A]\psi\rangle}{D}=-C .$$

The numerator alone supplies only the product $HA$; the derivative of the denominator supplies $AH$. In Lean, `hD` is the nonvanishing denominator, `h1` and `h2` are the derivatives $N'$ and $D'$, and `fun_div` is the quotient rule. After `comm_element` has rewritten the commutator, `ring` checks the remaining algebra.

A simulation departs from this on both sides of $A$. The walker population only approximates an exact eigenvector $\psi$, and the propagated trial state is itself built from sampled fields with finite time steps. With statistical noise, a phase constraint or a time-step error, the identity need not hold exactly.

## What a nonzero commutator estimate tells you

```lean
/-- Let `H` be Hermitian and `H ψ = E ψ`. If the mixed estimate of `[H, A]` is nonzero at `τ`,
then at all other times close enough to `τ` the estimate of `A` differs from any given `c`. -/
theorem unfinished_of_comm_ne_zero {H : Matrix n n ℂ} (hH : H.IsHermitian) {T ψ : n → ℂ}
    {E : ℝ} (hψ : H *ᵥ ψ = (E : ℂ) • ψ) (A : Matrix n n ℂ) {τ : ℝ}
    (hC : mixedEstimate H T ψ (comm H A) τ ≠ 0) (c : ℂ) :
    ∀ᶠ s in 𝓝[≠] τ, mixedEstimate H T ψ A s ≠ c := by
  have hT : star T ⬝ᵥ ψ ≠ 0 := by
    intro h
    apply hC
    rw [mixedEstimate, overlap_eigenvector hH hψ, h, mul_zero, div_zero]
  exact (mixedEstimate_hasDerivAt hH hψ hT A τ).2.eventually_ne (neg_ne_zero.2 hC)
```

The expression `∀ᶠ s in 𝓝[≠] τ` means "for all $s\neq\tau$ close enough to $\tau$". If $C(\tau)\neq0$, then at all such $s$ the value $B(s)$ differs from any number $c$ chosen in advance. Taking $c$ to be the pure value of $A$ gives the diagnostic: back propagation has not settled there. At $\tau$ itself $B$ may equal $c$, as when the curve crosses the pure value on its way.

By hand there are two cases. If $B(\tau)\neq c$, continuity keeps $B$ away from $c$ nearby. If $B(\tau)=c$, then

$$B(s)-c=(s-\tau)\,\bigl(-C(\tau)+r(s)\bigr),\qquad r(s)\to0 \text{ as } s\to\tau ,$$

and this is nonzero for small $s-\tau\neq0$. The library lemma `eventually_ne` handles both cases.

The overlap hypothesis is absent because it follows from `hC`: Lean sets $x/0=0$, so a nonzero estimate already has a nonzero denominator.

```lean
/-- For Hermitian `H`, `H ψ = E ψ` and `⟨T, ψ⟩ ≠ 0`, the back-propagated estimate of `A` is
the same at all real `τ` if and only if `⟨T_τ, [H, A] ψ⟩ = 0` at all real `τ`. -/
theorem constant_iff_comm_eq_zero {H : Matrix n n ℂ} (hH : H.IsHermitian) {T ψ : n → ℂ}
    {E : ℝ} (hψ : H *ᵥ ψ = (E : ℂ) • ψ) (hT : star T ⬝ᵥ ψ ≠ 0) (A : Matrix n n ℂ) :
    (∀ τ, mixedEstimate H T ψ A τ = mixedEstimate H T ψ A 0) ↔
      ∀ τ, star (propagate H T τ) ⬝ᵥ comm H A *ᵥ ψ = 0 := by
  have hd := mixedEstimate_hasDerivAt hH hψ hT A
  constructor
  · intro h τ
    have h1 : HasDerivAt (mixedEstimate H T ψ A) 0 τ := by
      rw [funext h]
      exact hasDerivAt_const τ _
    have h2 := neg_eq_zero.1 ((hd τ).2.unique h1)
    rw [mixedEstimate] at h2
    exact (div_eq_zero_iff.1 h2).resolve_right (hd τ).1
  · intro h τ
    refine is_const_of_deriv_eq_zero (fun s => (hd s).2.differentiableAt) (fun s => ?_) τ 0
    rw [(hd s).2.deriv, mixedEstimate, h s, zero_div, neg_zero]
```

The double arrow `↔` is "if and only if". The estimate $B$ is the same at all real $\tau$ exactly when $\langle T_\tau,[H,A]\psi\rangle=0$ at all real $\tau$. In one direction, a constant $B$ has zero slope, so $C=0$, and the nonzero denominator forces the numerator to vanish. In the other, a vanishing numerator gives $B'=0$ everywhere, and a function with zero derivative is constant. The two bullets in the proof are these two directions.

The diagnostic works one way only. A commutator estimate that vanishes at a single $\tau$ may be a cancellation between excited states. Even a constant $B$ can be wrong if the level is degenerate: for $H=0$, $\psi=(1,0)$, $T=(1,1)$ and $A$ the matrix that swaps the two components, $B=1$ at all times while the pure value is $0$. These two cautions are simple arguments added here, with no theorem behind them in the code.

## The drift over a finite time

```lean
/-- For Hermitian `H`, `H ψ = E ψ` and `⟨T, ψ⟩ ≠ 0`, the numerator `⟨T_τ, A ψ⟩` is `⟨T_τ, ψ⟩` times
the difference `B(0) - ∫ C`, where `B(0)` is the estimate of `A` at time zero and `∫ C` is the
integral from `0` to `τ` of the mixed estimate of `[H, A]`. -/
theorem accumulated_drift {H : Matrix n n ℂ} (hH : H.IsHermitian) {T ψ : n → ℂ}
    {E : ℝ} (hψ : H *ᵥ ψ = (E : ℂ) • ψ) (hT : star T ⬝ᵥ ψ ≠ 0) (A : Matrix n n ℂ) (τ : ℝ) :
    star (propagate H T τ) ⬝ᵥ A *ᵥ ψ = (star (propagate H T τ) ⬝ᵥ ψ) *
      (mixedEstimate H T ψ A 0 - ∫ s in (0 : ℝ)..τ, mixedEstimate H T ψ (comm H A) s) := by
  have hd := mixedEstimate_hasDerivAt hH hψ hT
  have hcont : Continuous (mixedEstimate H T ψ (comm H A)) :=
    continuous_iff_continuousAt.2 fun s => (hd (comm H A) s).2.continuousAt
  have hint := intervalIntegral.integral_eq_sub_of_hasDerivAt
    (fun s _ => (hd A s).2) (hcont.neg.intervalIntegrable 0 τ)
  rw [intervalIntegral.integral_neg] at hint
  have hB : mixedEstimate H T ψ A 0 - ∫ s in (0 : ℝ)..τ, mixedEstimate H T ψ (comm H A) s
      = mixedEstimate H T ψ A τ := by
    linear_combination hint
  have hD := (hd A τ).1
  rw [hB, mixedEstimate]
  field_simp
```

Integrating $B'=-C$ from $0$ to $\tau$ gives

$$B(\tau)=B(0)-\int_0^\tau C(s)\,ds .$$

The theorem states this multiplied by the overlap:

$$\langle T_\tau,A\psi\rangle=\langle T_\tau,\psi\rangle\left(B(0)-\int_0^\tau C(s)\,ds\right).$$

Since the overlap is nonzero, the two forms are equivalent. Minus the integral is thus the total change that back propagation has made to the ordinary mixed estimate.

The fundamental theorem of calculus needs an integrable derivative. Here $C$ is itself an estimate of the form `mixedEstimate`, so the main theorem applied to $[H,A]$ shows that it is differentiable and therefore continuous; that is `hcont`. The step `hint` is the integrated equation, `hB` solves it for $B(\tau)$, and `field_simp` clears the denominator.

## Two levels with a visible drift

```lean
/-- For `H = diag(0, 1)`, `ψ = (1, 0)`, `T = (1, 1)` and `A` the spin-flip matrix, the mixed
estimate of `[H, A]` at time zero equals 1. -/
theorem two_level_example :
    mixedEstimate !![0, 0; 0, 1] ![1, 1] ![1, 0]
      (comm !![0, 0; 0, 1] !![0, 1; 1, 0]) 0 = 1 := by
  rw [mixedEstimate, propagate_zero]
  simp [comm, Matrix.mulVec, dotProduct, Fin.sum_univ_succ]

end

end BackPropagationDiagnostic
```

Here $H=\mathrm{diag}(0,1)$, the eigenvector is $\psi=(1,0)$ with $E=0$, and $A$ swaps the two levels. The trial vector $T=(1,1)$ is unnormalised; dividing it by $\sqrt2$ leaves the ratio unchanged. By hand,

$$[H,A]=\begin{pmatrix}0&-1\\1&0\end{pmatrix},\qquad [H,A]\psi=\begin{pmatrix}0\\1\end{pmatrix},$$

so numerator and denominator are both $1$ and $C(0)=1$. The Lean proof replaces $T_0$ by $T$ and lets `simp` evaluate the sums.

The main theorem then gives $B$ the slope $-1$ at $\tau=0$. In this case the whole curve is easy to write down: $T_\tau=(1,e^{-\tau})$, so $B(\tau)=e^{-\tau}$, which decays to the pure value $0$.

```lean
#print axioms BackPropagationDiagnostic.mixedEstimate_hasDerivAt
#print axioms BackPropagationDiagnostic.unfinished_of_comm_ne_zero
#print axioms BackPropagationDiagnostic.accumulated_drift
#print axioms BackPropagationDiagnostic.two_level_example
```

```
'BackPropagationDiagnostic.mixedEstimate_hasDerivAt' depends on axioms: [propext, Classical.choice, Quot.sound]
'BackPropagationDiagnostic.unfinished_of_comm_ne_zero' depends on axioms: [propext, Classical.choice, Quot.sound]
'BackPropagationDiagnostic.accumulated_drift' depends on axioms: [propext, Classical.choice, Quot.sound]
'BackPropagationDiagnostic.two_level_example' depends on axioms: [propext, Classical.choice, Quot.sound]
```
